# Constant mixing attains the best worst-case damping on a disc that excludes the origin

## Mixing when the eigenvalues are complex

A self-consistent field calculation repeatedly feeds a density or potential back into the equations that produced it. Close to the solution the problem is approximately linear, $Ax=b$, where $A$ is the identity minus the Jacobian of the map from the input density or potential to the output one. Each eigenvalue $u$ of $A$ gives one scalar mode. Mixing with parameter $\alpha_k$ in step $k$ updates that mode by

$$x_{k+1}=x_k+\alpha_k(b-u\,x_k),$$

where $b$ now denotes the component of the right-hand side along the mode.

If the eigenvalues fill a positive interval, a schedule of varying parameters taken from Chebyshev polynomials gives a better worst-case bound than a constant parameter once there are at least two steps. When $A$ is not Hermitian, its eigenvalues may be complex, and perhaps all we know is that they lie in a disc. Does varying the parameters still help?

For a disc that excludes the origin, no schedule has a better worst-case bound than the constant parameter $1/c$, where $c$ is the center of the disc. This guides the choice of a mixing schedule in the linear regime, when the disc is the only spectral information used.

## From a schedule to a polynomial

Let $x_*$ solve $u x_*=b$. Subtracting it from the update gives

$$x_{k+1}-x_*=(1-\alpha_k u)(x_k-x_*),$$

so after $n$ steps the error has been multiplied by

$$p(u)=\prod_{k=0}^{n-1}(1-\alpha_k u).$$

This residual polynomial has degree at most $n$ and satisfies $p(0)=1$. Let the disc have complex center $c$ and radius $R$, with $0\le R<|c|$. The claim is that every polynomial $p$ with these two properties satisfies

$$\max_{|u-c|=R}|p(u)|\ \ge\ \left(\frac{R}{|c|}\right)^n .$$

Constant mixing with $\alpha_k=1/c$ has $p(u)=(1-u/c)^n$. Its modulus is $(|u-c|/|c|)^n$, which is at most $(R/|c|)^n$ throughout the closed disc, so the bound is attained.

## The lower bound, seen from outside the disc

Write $p(u)=\sum_{k=0}^n a_k u^k$ and define

$$Q(w)=\sum_{k=0}^n a_k(cw+R)^k w^{n-k}.$$

For $w\ne0$, factoring $cw+R=w(c+R/w)$ gives

$$Q(w)=w^n p(c+R/w).$$

If $|w|=1$, the point $u=c+R/w$ lies on the circle $|u-c|=R$, and $|Q(w)|=|p(u)|$. Let $M$ be the maximum of $|p|$ on that circle. Then $|Q|\le M$ on the unit circle. Since $Q$ is a polynomial in $w$, the maximum modulus principle gives $|Q|\le M$ inside as well.

Now take $w_0=-R/c$, which lies inside because $R<|c|$. There $cw_0+R=0$, so only the term $k=0$ survives. Since $a_0=p(0)=1$,

$$Q(w_0)=w_0^n=\left(-\frac{R}{c}\right)^n .$$

Hence $(R/|c|)^n\le M$.

## When the bound is attained

Suppose $R>0$ and $|p|\le(R/|c|)^n$ on the circle. Then $|Q|$ has a maximum at the interior point $w_0$, so $Q$ is constant on the closed unit disc. For $0<|w|\le1$ and $u=c+R/w$ this means

$$p(u)=\left(-\frac{R}{cw}\right)^n=\left(-\frac{u-c}{c}\right)^n=\left(1-\frac uc\right)^n .$$

The two polynomials agree at infinitely many points and are therefore equal. For $R=0$ and $n\ge2$ uniqueness fails: $1-u/c$ also vanishes at $c$, but it differs from $(1-u/c)^n$.

## Reading the Lean statements

A polynomial is an element `p : ℂ[X]`, with `p.natDegree ≤ n` and `p.eval 0 = 1` as its two constraints. The center `c` is complex and the radius `R` is real. The function $Q$ is called `exteriorForm`. The letter `u` stands for the eigenvalue usually written $\lambda$, and `constantMixing` is the residual polynomial of what is often called simple or linear mixing.

- `exists_large_residual` gives a point on the circle where $|p|$ is at least $(R/|c|)^n$.
- `disc_optimal_residual` considers all numbers $M$ that bound some admissible polynomial on the closed disc. `IsLeast` says that $(R/|c|)^n$ belongs to this set and that no member is smaller.
- `constantMixing_unique` identifies the optimal polynomial when $R>0$. It requires the upper bound only on the circle.
- `schedule_cannot_accelerate` returns to the iteration `modeMix`, whose parameter `α k` takes iterate $k$ to iterate $k+1$. For a given schedule and a given $n$ there is a mode `u` on the circle that retains at least the fraction $(R/|c|)^n$ of its error. The same `u` serves every right-hand side and every starting value.

The name of the last theorem should be read with its quantifiers: a schedule may damp many other modes faster, and the slow mode may change with the schedule and with $n$. The parameters may be complex, so real schedules are included. The condition `R < ‖c‖` keeps the zero eigenvalue out of the disc. Physically, such a mode gives no restoring response, and mixing leaves its error unchanged.

The step left to the user is from the circle to an actual spectrum. A finite matrix has finitely many eigenvalues, and the slow `u` need not be one of them. A method that adapts its polynomial to those eigenvalues may therefore do better than the bound for the whole disc. The bounds also concern one mode at a time. If the eigenvectors of $A$ are not orthogonal, the norm of the whole error can grow at first even though every single mode is damped.

## The Lean file

```lean
import Mathlib

open Polynomial Metric

namespace DiscSpectrumMixing

noncomputable section

/-- The polynomial `p`, of degree at most `n`, seen from outside the disc of center `c` and
radius `R`: for `w ≠ 0` it is `w ^ n * p (c + R / w)`, written without division. -/
def exteriorForm (p : ℂ[X]) (n : ℕ) (c : ℂ) (R : ℝ) : ℂ → ℂ := fun w =>
  ∑ k ∈ Finset.range (n + 1), p.coeff k * (c * w + R) ^ k * w ^ (n - k)

/-- The residual polynomial `(1 - u / c) ^ n` of `n` steps of constant mixing with
parameter `1 / c`, for `c ≠ 0`. -/
def constantMixing (n : ℕ) (c : ℂ) : ℂ[X] := (1 - C c⁻¹ * X) ^ n

/-- One mode of a linearised SCF problem `u * x = b`, iterated from `x₀` with the mixing
parameter `α k` in step `k`. -/
def modeMix (α : ℕ → ℂ) (u b x₀ : ℂ) : ℕ → ℂ
  | 0 => x₀
  | k + 1 => modeMix α u b x₀ k + α k * (b - u * modeMix α u b x₀ k)

/-- For `w ≠ 0` and `p` of degree at most `n`, the exterior form is `w ^ n * p (c + R / w)`. -/
theorem exteriorForm_eq {p : ℂ[X]} {n : ℕ} (hp : p.natDegree ≤ n) (c : ℂ) (R : ℝ)
    {w : ℂ} (hw : w ≠ 0) :
    exteriorForm p n c R w = w ^ n * p.eval (c + R / w) := by
  simp only [exteriorForm]
  rw [Polynomial.eval_eq_sum_range' (by omega : p.natDegree < n + 1), Finset.mul_sum]
  refine Finset.sum_congr rfl fun k hk => ?_
  have hk' : k ≤ n := by
    have := Finset.mem_range.mp hk
    omega
  have h1 : w ^ n = w ^ (n - k) * w ^ k := by rw [← pow_add, Nat.sub_add_cancel hk']
  have h2 : c * w + R = w * (c + R / w) := by field_simp
  rw [h1, h2, mul_pow]
  generalize c + (R : ℂ) / w = s
  ring

/-- If `p 0 = 1` and `c ≠ 0`, the exterior form takes the value `(-R / c) ^ n` at the point
`-R / c`. -/
theorem exteriorForm_origin {p : ℂ[X]} (h0 : p.eval 0 = 1) (n : ℕ) {c : ℂ} (hc : c ≠ 0)
    (R : ℝ) : exteriorForm p n c R (-(R / c)) = (-(R / c)) ^ n := by
  have h : c * (-((R : ℂ) / c)) + R = 0 := by
    have h' : c * ((R : ℂ) / c) = R := by field_simp
    linear_combination -h'
  have hcoef : p.coeff 0 = 1 := by rw [Polynomial.coeff_zero_eq_eval_zero, h0]
  simp only [exteriorForm, h]
  rw [Finset.sum_range_succ']
  simp [hcoef]

/-- If `p` has degree at most `n` and modulus at most `M` on the circle of center `c` and
radius `R ≥ 0`, its exterior form has modulus at most `M` in the open unit disc. -/
theorem exteriorForm_le {p : ℂ[X]} {n : ℕ} (hp : p.natDegree ≤ n) {c : ℂ} {R M : ℝ}
    (hR : 0 ≤ R) (hM : ∀ u : ℂ, ‖u - c‖ = R → ‖p.eval u‖ ≤ M)
    {w : ℂ} (hw : w ∈ ball (0 : ℂ) 1) : ‖exteriorForm p n c R w‖ ≤ M := by
  have hd : Differentiable ℂ (exteriorForm p n c R) := by
    unfold exteriorForm
    fun_prop
  -- maximum modulus principle: only the unit circle has to be checked
  refine Complex.norm_le_of_forall_mem_frontier_norm_le isBounded_ball hd.diffContOnCl
    (fun z hz => ?_) (subset_closure hw)
  rw [frontier_ball (0 : ℂ) one_ne_zero, mem_sphere_zero_iff_norm] at hz
  have hz0 : z ≠ 0 := by
    rintro rfl
    simp at hz
  rw [exteriorForm_eq hp c R hz0, norm_mul, norm_pow, hz, one_pow, one_mul]
  apply hM
  rw [add_sub_cancel_left, norm_div, hz, div_one, Complex.norm_real, Real.norm_of_nonneg hR]

/-- For `0 ≤ R < |c|`, every polynomial `p` of degree at most `n` with `p 0 = 1` has modulus
at least `(R / |c|) ^ n` somewhere on the circle of center `c` and radius `R`. -/
theorem exists_large_residual {p : ℂ[X]} {n : ℕ} (hp : p.natDegree ≤ n) (h0 : p.eval 0 = 1)
    {c : ℂ} {R : ℝ} (hR : 0 ≤ R) (hRc : R < ‖c‖) :
    ∃ u : ℂ, ‖u - c‖ = R ∧ (R / ‖c‖) ^ n ≤ ‖p.eval u‖ := by
  have hcpos : 0 < ‖c‖ := hR.trans_lt hRc
  have hnorm : ‖-((R : ℂ) / c)‖ = R / ‖c‖ := by
    rw [norm_neg, norm_div, Complex.norm_real, Real.norm_of_nonneg hR]
  have hball : -((R : ℂ) / c) ∈ ball (0 : ℂ) 1 := by
    rw [mem_ball_zero_iff, hnorm]
    exact (div_lt_one hcpos).mpr hRc
  -- the modulus of `p` has a maximum on the compact circle
  have hne : (sphere c R).Nonempty :=
    ⟨c + R, by rw [mem_sphere_iff_norm, add_sub_cancel_left, Complex.norm_real,
      Real.norm_of_nonneg hR]⟩
  obtain ⟨u, hu, hmax⟩ := (isCompact_sphere c R).exists_isMaxOn hne
    (p.continuous.norm.continuousOn)
  refine ⟨u, mem_sphere_iff_norm.mp hu, ?_⟩
  have h := exteriorForm_le hp hR (fun v hv => hmax (mem_sphere_iff_norm.mpr hv)) hball
  rwa [exteriorForm_origin h0 n (norm_pos_iff.mp hcpos) R, norm_pow, hnorm] at h

/-- For `c ≠ 0`, the residual polynomial of `n` steps of constant mixing has modulus
`(|u - c| / |c|) ^ n` at `u`. -/
theorem norm_constantMixing (n : ℕ) {c : ℂ} (hc : c ≠ 0) (u : ℂ) :
    ‖(constantMixing n c).eval u‖ = (‖u - c‖ / ‖c‖) ^ n := by
  have h : 1 - c⁻¹ * u = (c - u) / c := by
    rw [sub_div, div_self hc]
    ring
  simp only [constantMixing, eval_pow, eval_sub, eval_one, eval_mul, eval_C, eval_X]
  rw [h, norm_pow, norm_div, norm_sub_rev]

/-- For `0 ≤ R < |c|`, the smallest bound on the closed disc of center `c` and radius `R` that
a polynomial of degree at most `n` with value 1 at the origin can achieve is `(R / |c|) ^ n`. -/
theorem disc_optimal_residual (n : ℕ) {c : ℂ} {R : ℝ} (hR : 0 ≤ R) (hRc : R < ‖c‖) :
    IsLeast {M : ℝ | ∃ p : ℂ[X], p.natDegree ≤ n ∧ p.eval 0 = 1 ∧
      ∀ u ∈ closedBall c R, ‖p.eval u‖ ≤ M} ((R / ‖c‖) ^ n) := by
  constructor
  · refine ⟨constantMixing n c, ?_, by simp [constantMixing], fun u hu => ?_⟩
    · have h1 : (1 - C c⁻¹ * X : ℂ[X]).natDegree ≤ 1 := by compute_degree
      exact natDegree_pow_le.trans ((Nat.mul_le_mul_left n h1).trans (mul_one n).le)
    · rw [norm_constantMixing n (norm_pos_iff.mp (hR.trans_lt hRc))]
      have hu' : ‖u - c‖ ≤ R := mem_closedBall_iff_norm.mp hu
      gcongr
  · rintro M ⟨p, hp, h0, hM⟩
    obtain ⟨u, hu, hlow⟩ := exists_large_residual hp h0 hR hRc
    exact hlow.trans (hM u (mem_closedBall_iff_norm.mpr hu.le))

/-- For `0 < R < |c|`, a polynomial of degree at most `n` with value 1 at the origin and modulus
at most `(R / |c|) ^ n` on the circle of center `c` and radius `R` is constant mixing. -/
theorem constantMixing_unique {p : ℂ[X]} {n : ℕ} (hp : p.natDegree ≤ n) (h0 : p.eval 0 = 1)
    {c : ℂ} {R : ℝ} (hR : 0 < R) (hRc : R < ‖c‖)
    (hM : ∀ u : ℂ, ‖u - c‖ = R → ‖p.eval u‖ ≤ (R / ‖c‖) ^ n) :
    p = constantMixing n c := by
  have hcpos : 0 < ‖c‖ := hR.trans hRc
  have hc : c ≠ 0 := norm_pos_iff.mp hcpos
  have hnorm : ‖-((R : ℂ) / c)‖ = R / ‖c‖ := by
    rw [norm_neg, norm_div, Complex.norm_real, Real.norm_of_nonneg hR.le]
  have hball : -((R : ℂ) / c) ∈ ball (0 : ℂ) 1 := by
    rw [mem_ball_zero_iff, hnorm]
    exact (div_lt_one hcpos).mpr hRc
  have hd : Differentiable ℂ (exteriorForm p n c R) := by
    unfold exteriorForm
    fun_prop
  have hmax : IsMaxOn (norm ∘ exteriorForm p n c R) (ball 0 1) (-((R : ℂ) / c)) := by
    intro w hw
    change ‖exteriorForm p n c R w‖ ≤ ‖exteriorForm p n c R (-((R : ℂ) / c))‖
    rw [exteriorForm_origin h0 n hc R, norm_pow, hnorm]
    exact exteriorForm_le hp hR.le hM hw
  -- an interior maximum makes the exterior form constant
  have heq := Complex.eqOn_closure_of_isPreconnected_of_isMaxOn_norm
    (convex_ball (0 : ℂ) 1).isPreconnected isOpen_ball hd.diffContOnCl hball hmax
  -- compare the two polynomials at infinitely many points on or outside the circle
  apply Polynomial.eq_of_infinite_eval_eq
  refine Set.infinite_of_injective_forall_mem
    (f := fun k : ℕ => c + (R : ℂ) / ((k : ℂ) + 1)⁻¹) ?_ fun k => ?_
  · intro a b h
    simpa [hR.ne'] using h
  · have e : (k : ℂ) + 1 = ((k + 1 : ℕ) : ℂ) := by push_cast; rfl
    have hw : ((k : ℂ) + 1)⁻¹ ≠ 0 := by
      rw [e]
      exact inv_ne_zero (Nat.cast_ne_zero.mpr (Nat.succ_ne_zero k))
    have hcl : ((k : ℂ) + 1)⁻¹ ∈ closure (ball (0 : ℂ) 1) := by
      rw [closure_ball (0 : ℂ) one_ne_zero, mem_closedBall_zero_iff, norm_inv, e,
        Complex.norm_natCast]
      exact inv_le_one_of_one_le₀ (Nat.one_le_cast.mpr (Nat.succ_le_succ (Nat.zero_le k)))
    have h := heq hcl
    rw [Function.const_apply, exteriorForm_origin h0 n hc R, exteriorForm_eq hp c R hw] at h
    change p.eval (c + (R : ℂ) / ((k : ℂ) + 1)⁻¹) =
      (constantMixing n c).eval (c + (R : ℂ) / ((k : ℂ) + 1)⁻¹)
    generalize ((k : ℂ) + 1)⁻¹ = w at h hw ⊢
    apply mul_left_cancel₀ (pow_ne_zero n hw)
    rw [h]
    simp only [constantMixing, eval_pow, eval_sub, eval_one, eval_mul, eval_C, eval_X]
    rw [← mul_pow]
    congr 1
    field_simp
    ring

/-- If `xs` solves `u * xs = b`, then `n` mixing steps multiply the error of the mode by the
product of the factors `1 - α k * u`. -/
theorem modeMix_error (α : ℕ → ℂ) {u b xs : ℂ} (hb : u * xs = b) (x₀ : ℂ) (n : ℕ) :
    modeMix α u b x₀ n - xs = (∏ k ∈ Finset.range n, (1 - α k * u)) * (x₀ - xs) := by
  subst hb
  induction n with
  | zero => simp [modeMix]
  | succ k ih =>
    rw [Finset.prod_range_succ, modeMix]
    linear_combination (1 - α k * u) * ih

/-- For `0 ≤ R < |c|` and any schedule of mixing parameters, some mode `u` on the circle of
center `c` and radius `R` keeps, from every start, at least the fraction `(R / |c|) ^ n` of its
error after `n` steps. -/
theorem schedule_cannot_accelerate (α : ℕ → ℂ) (n : ℕ) {c : ℂ} {R : ℝ}
    (hR : 0 ≤ R) (hRc : R < ‖c‖) :
    ∃ u : ℂ, ‖u - c‖ = R ∧ ∀ b x₀ xs : ℂ, u * xs = b →
      (R / ‖c‖) ^ n * ‖x₀ - xs‖ ≤ ‖modeMix α u b x₀ n - xs‖ := by
  have h1 : ∀ k, (1 - C (α k) * X : ℂ[X]).natDegree ≤ 1 := fun k => by compute_degree
  have hdeg : (∏ k ∈ Finset.range n, (1 - C (α k) * X : ℂ[X])).natDegree ≤ n :=
    (natDegree_prod_le _ _).trans ((Finset.sum_le_sum fun k _ => h1 k).trans (by simp))
  obtain ⟨u, hu, hlow⟩ := exists_large_residual hdeg (by simp [eval_prod]) hR hRc
  refine ⟨u, hu, fun b x₀ xs hb => ?_⟩
  rw [modeMix_error α hb, norm_mul]
  simp only [eval_prod, eval_sub, eval_one, eval_mul, eval_C, eval_X] at hlow
  exact mul_le_mul_of_nonneg_right hlow (norm_nonneg _)

end

end DiscSpectrumMixing
```

```lean
#print axioms DiscSpectrumMixing.disc_optimal_residual
#print axioms DiscSpectrumMixing.constantMixing_unique
#print axioms DiscSpectrumMixing.schedule_cannot_accelerate
```

```
'DiscSpectrumMixing.disc_optimal_residual' depends on axioms: [propext, Classical.choice, Quot.sound]
'DiscSpectrumMixing.constantMixing_unique' depends on axioms: [propext, Classical.choice, Quot.sound]
'DiscSpectrumMixing.schedule_cannot_accelerate' depends on axioms: [propext, Classical.choice, Quot.sound]
```

## How the lemmas carry the argument

**Changing variables.** `exteriorForm_eq` proves $Q(w)=w^np(c+R/w)$ term by term, using $w^n=w^{n-k}w^k$ and the factorisation of $cw+R$. `exteriorForm_origin` evaluates $Q$ at $-R/c$. There `Finset.sum_range_succ'` separates the constant term from the others, which all contain a positive power of zero.

**The maximum principle.** In `exteriorForm_le`, `fun_prop` shows that $Q$ is complex differentiable. The Mathlib theorem `Complex.norm_le_of_forall_mem_frontier_norm_le` then reduces the bound in the disc to the unit circle, where the change of variables turns it into the assumed bound on $p$.

**A point on the circle.** `exists_large_residual` uses compactness to choose a point `u` where $|p|$ is largest. With that maximum as $M$, the previous lemma is applied at $-R/c$, and the value from `exteriorForm_origin` gives the inequality.

**Optimality.** `norm_constantMixing` computes the modulus of $(1-u/c)^n$. The first half of `disc_optimal_residual` uses it, together with a degree estimate, to show that the bound is achieved. The second half takes any competing polynomial and compares its bound $M$ with the large value found on the circle.

**Uniqueness.** The hypothesis of `constantMixing_unique` makes $-R/c$ an interior maximum of $|Q|$, and the strong form of the maximum principle makes $Q$ constant up to the boundary. Lean then compares the polynomials at $w=1/(k+1)$ for $k=0,1,2,\ldots$, that is, at $u=c+R(k+1)$. These points are distinct because $R\ne0$, so `Polynomial.eq_of_infinite_eval_eq` gives equality of the polynomials.

**Back to mixing.** `modeMix_error` obtains the product of error factors by induction on the number of steps. `schedule_cannot_accelerate` builds the corresponding polynomial, checks its degree and its value at zero, and applies `exists_large_residual`. Multiplying the resulting inequality by the initial error $|x_0-x_*|$ gives the statement about the iterates.
